# The averaged coupled-pair functional overbinds separated two-state pairs with a common gap and unequal coupling strengths

Two fragments, $a$ and $b$, each hold one electron pair and are too far apart to interact, so their correlation energies should simply add. Let each pair have a reference configuration and one doubly excited configuration at energy $2D$ above it, with $D>0$. Let the two configurations be coupled by $K$ on $a$ and by nothing on $b$. Only $a$ is then correlated, and its correlation energy, measured from the reference, is the minimum over the amplitude $c$ of

$$\frac{2Kc+2Dc^2}{1+c^2}.$$

The averaged coupled-pair functional (ACPF) for both fragments keeps this numerator but divides by $1+c^2/2$, because it spreads the normalisation over two pairs although only one carries an amplitude. The numerator is negative at the minimum, so the smaller denominator lowers the energy. For $D=1$ and $K=\sqrt{48}$, a coupling much larger than the gap and chosen for round numbers, the exact energy is $-6$ and the functional gives $-8$.

For any finite nonempty set of such pairs, the error has this sign or is zero, and it is zero only when all couplings have the same magnitude. The fragments are indexed by a finite type `ι`, with $n$ elements.

```lean
import Mathlib

open Matrix

namespace AveragedCoupledPair

noncomputable section

variable {ι : Type*} [Fintype ι]
```

## One pair and its exact energy

Energies are measured from the reference. In the basis of the two configurations, the Hamiltonian of a pair is

$$H=\begin{pmatrix}0&K\\K&2D\end{pmatrix}.$$

The letter $D$ is half the excitation energy. The real coupling $K$ may have either sign.

```lean
/-- Hamiltonian of one electron pair in the basis of its reference and its doubly excited
configuration, with coupling `K` and excitation energy `2 * D`. -/
def pairHamiltonian (D K : ℝ) : Matrix (Fin 2) (Fin 2) ℝ := !![0, K; K, 2 * D]
```

The candidate for the lowest eigenvalue is $D-s$, with $s=\sqrt{D^2+K^2}$.

```lean
/-- The closed expression `D - √(D² + K²)` for the correlation energy of one pair. -/
def pairEnergy (D K : ℝ) : ℝ := D - √(D ^ 2 + K ^ 2)
```

## The functional for separated pairs

Fragment $i$ has coupling $K_i$ and real amplitude $c_i$, and the reference has coefficient 1. Only the reference and the configurations with a single fragment excited are kept, as in a calculation limited to double excitations. Excited configurations on different fragments do not couple, so the functional is

$$F(c)=\frac{2\sum_i K_ic_i+2D\sum_i c_i^2}{1+\frac1n\sum_i c_i^2}.$$

The factor $1/n$ is the usual ACPF factor $2/N$ for $N=2n$ electrons. All fragments share one $D$, which is an idealisation.

```lean
/-- The averaged coupled-pair functional of the amplitudes `c` for separated pairs with
couplings `K`, defined for a nonempty set of fragments. -/
def acpf (D : ℝ) (K c : ι → ℝ) : ℝ :=
  (2 * ∑ i, K i * c i + 2 * D * ∑ i, c i ^ 2) / (1 + (∑ i, c i ^ 2) / Fintype.card ι)
```

Its minimum will be expressed through the root formed with the mean square coupling,

$$R=\sqrt{D^2+\tfrac1n\sum_i K_i^2}.$$

```lean
/-- The root `√(D² + mean of K²)` formed with the mean square coupling of a nonempty set of
fragments. -/
def meanRoot (D : ℝ) (K : ι → ℝ) : ℝ := √(D ^ 2 + (∑ i, K i ^ 2) / Fintype.card ι)
```

The claimed minimum is $n(D-R)$.

```lean
/-- The closed expression `n (D - √(D² + mean of K²))` for `n` fragments, `n ≥ 1`. -/
def acpfEnergy (D : ℝ) (K : ι → ℝ) : ℝ := Fintype.card ι * (D - meanRoot D K)
```

## The lowest eigenvalue of a pair

For a vector with components $v_0,v_1$, the eigenvalue equations are $Kv_1=Ev_0$ and $Kv_0+2Dv_1=Ev_1$. Eliminating either component gives

$$(E^2-2DE-K^2)\,v_k=0,\qquad k=0,1.$$

Since $v\neq0$, the bracket vanishes. Hence $(E-D)^2=s^2$ and $E\ge D-s$. The vector $(D+s,-K)$ attains this value; normalised, it is $(D+s,-K)/\sqrt{2s(D+s)}$.

`IsLeast` states both halves: the energy belongs to the set of eigenvalues, and no eigenvalue is lower. In the proof, `hq0` and `hq1` are the two eliminations, and `Real.abs_le_sqrt` turns the secular equation into the bound.

```lean
/-- For `D > 0`, `pairEnergy D K` is the lowest eigenvalue of the pair Hamiltonian. -/
theorem pairEnergy_isLeast {D : ℝ} (hD : 0 < D) (K : ℝ) :
    IsLeast {E : ℝ | ∃ v : Fin 2 → ℝ, v ≠ 0 ∧ pairHamiltonian D K *ᵥ v = E • v}
      (pairEnergy D K) := by
  have hiff : ∀ (E : ℝ) (v : Fin 2 → ℝ), pairHamiltonian D K *ᵥ v = E • v ↔
      K * v 1 = E * v 0 ∧ K * v 0 + 2 * D * v 1 = E * v 1 := by
    intro E v
    simp [funext_iff, Fin.forall_fin_two, pairHamiltonian, dotProduct, Fin.sum_univ_two]
  have hs : √(D ^ 2 + K ^ 2) ^ 2 = D ^ 2 + K ^ 2 := Real.sq_sqrt (by positivity)
  constructor
  · -- an explicit eigenvector
    refine ⟨![D + √(D ^ 2 + K ^ 2), -K], ?_, (hiff _ _).2 ⟨?_, ?_⟩⟩
    · intro h
      have h0 : D + √(D ^ 2 + K ^ 2) = 0 := congrFun h 0
      linarith [Real.sqrt_nonneg (D ^ 2 + K ^ 2)]
    · show K * (-K) = (D - √(D ^ 2 + K ^ 2)) * (D + √(D ^ 2 + K ^ 2))
      linear_combination hs
    · show K * (D + √(D ^ 2 + K ^ 2)) + 2 * D * (-K) = (D - √(D ^ 2 + K ^ 2)) * (-K)
      ring
  · -- every eigenvalue solves the secular equation
    rintro E ⟨v, hv, h⟩
    obtain ⟨h0, h1⟩ := (hiff E v).1 h
    have hq0 : (E ^ 2 - 2 * D * E - K ^ 2) * v 0 = 0 := by
      linear_combination -(E - 2 * D) * h0 - K * h1
    have hq1 : (E ^ 2 - 2 * D * E - K ^ 2) * v 1 = 0 := by
      linear_combination -E * h1 - K * h0
    have hq : E ^ 2 - 2 * D * E - K ^ 2 = 0 := by
      by_contra hne
      apply hv
      ext i
      fin_cases i
      · exact (mul_eq_zero.1 hq0).resolve_left hne
      · exact (mul_eq_zero.1 hq1).resolve_left hne
    have hab := Real.abs_le_sqrt (show (E - D) ^ 2 ≤ D ^ 2 + K ^ 2 by nlinarith)
    have hlow := (abs_le.1 hab).1
    unfold pairEnergy
    linarith
```

## The minimum by completing the square

By the definition of $R$,

$$\sum_i K_i^2=n(R^2-D^2)=n(R-D)(D+R).$$

```lean
/-- The summed squared couplings of `n ≥ 1` fragments, factorised through the mean root. -/
theorem sum_sq_coupling [Nonempty ι] (D : ℝ) (K : ι → ℝ) :
    ∑ i, K i ^ 2 = Fintype.card ι * (meanRoot D K - D) * (D + meanRoot D K) := by
  have hn : (0 : ℝ) < Fintype.card ι := by exact_mod_cast Fintype.card_pos
  have hR : meanRoot D K ^ 2 = D ^ 2 + (∑ i, K i ^ 2) / Fintype.card ι :=
    Real.sq_sqrt (by positivity)
  have h := div_mul_cancel₀ (∑ i, K i ^ 2) hn.ne'
  linear_combination -(Fintype.card ι : ℝ) * hR - h
```

For any amplitudes,

$$0\le\sum_i\bigl(K_i+(D+R)c_i\bigr)^2=\sum_iK_i^2+2(D+R)\sum_iK_ic_i+(D+R)^2\sum_ic_i^2.$$

Insert the factorised sum and divide by $D+R>0$:

$$0\le n(R-D)+2\sum_iK_ic_i+(D+R)\sum_ic_i^2.$$

Rearranging gives

$$2\sum_iK_ic_i+2D\sum_ic_i^2\ge n(D-R)\Bigl(1+\tfrac1n\sum_ic_i^2\Bigr),$$

so $F(c)\ge n(D-R)$.

The square vanishes at $c_i=-K_i/(D+R)$. There $\sum_iK_ic_i=-n(R-D)$ and $\sum_ic_i^2=n(R-D)/(D+R)$. The numerator is therefore $-2nR(R-D)/(D+R)$, the denominator is $2R/(D+R)$, and their quotient is $n(D-R)$.

In Lean, `Set.range (acpf D K)` is the set of all values of the functional. The facts `h1`, `h2` and `hden` evaluate the two sums and the denominator at the minimum; `hsq` and `hexp` carry the square and its expansion.

```lean
/-- For `D > 0` and at least one fragment, the averaged coupled-pair functional attains its
minimum over all real amplitudes, and the minimum is `acpfEnergy D K`. -/
theorem acpf_isLeast [Nonempty ι] {D : ℝ} (hD : 0 < D) (K : ι → ℝ) :
    IsLeast (Set.range (acpf D K)) (acpfEnergy D K) := by
  have hn : (0 : ℝ) < Fintype.card ι := by exact_mod_cast Fintype.card_pos
  have hS := sum_sq_coupling D K
  have hR : 0 < meanRoot D K := by unfold meanRoot; positivity
  have ha : 0 < D + meanRoot D K := by positivity
  have ha' := ha.ne'
  unfold acpfEnergy
  constructor
  · -- the stationary amplitudes are proportional to the couplings
    refine ⟨fun i => -K i / (D + meanRoot D K), ?_⟩
    have h1 : ∑ i, K i * (-K i / (D + meanRoot D K)) =
        -(Fintype.card ι * (meanRoot D K - D)) := by
      calc _ = (∑ i, K i ^ 2) * (-1 / (D + meanRoot D K)) := by
            rw [Finset.sum_mul]
            exact Finset.sum_congr rfl fun i _ => by ring
        _ = _ := by rw [hS]; field_simp
    have h2 : ∑ i, (-K i / (D + meanRoot D K)) ^ 2 =
        Fintype.card ι * (meanRoot D K - D) / (D + meanRoot D K) := by
      calc _ = (∑ i, K i ^ 2) * (1 / (D + meanRoot D K) ^ 2) := by
            rw [Finset.sum_mul]
            exact Finset.sum_congr rfl fun i _ => by rw [div_pow]; ring
        _ = _ := by rw [hS]; field_simp
    have hden : 1 + Fintype.card ι * (meanRoot D K - D) / (D + meanRoot D K) /
        Fintype.card ι = 2 * meanRoot D K / (D + meanRoot D K) := by
      field_simp
      ring
    simp only [acpf]
    rw [h1, h2, hden, div_eq_iff (by positivity)]
    field_simp
    ring
  · -- completing the square bounds the functional from below
    rintro _ ⟨c, rfl⟩
    have hsq : 0 ≤ ∑ i, (K i + (D + meanRoot D K) * c i) ^ 2 :=
      Finset.sum_nonneg fun i _ => sq_nonneg _
    have hexp : ∑ i, (K i + (D + meanRoot D K) * c i) ^ 2 = ∑ i, K i ^ 2 +
        2 * (D + meanRoot D K) * ∑ i, K i * c i + (D + meanRoot D K) ^ 2 * ∑ i, c i ^ 2 := by
      rw [Finset.mul_sum, Finset.mul_sum, ← Finset.sum_add_distrib, ← Finset.sum_add_distrib]
      exact Finset.sum_congr rfl fun i _ => by ring
    rw [hexp, hS] at hsq
    have h : 0 ≤ Fintype.card ι * (meanRoot D K - D) + 2 * ∑ i, K i * c i +
        (D + meanRoot D K) * ∑ i, c i ^ 2 :=
      (mul_nonneg_iff_of_pos_left ha).1 (hsq.trans_eq (by ring))
    have e : Fintype.card ι * (D - meanRoot D K) * (1 + (∑ i, c i ^ 2) / Fintype.card ι) =
        Fintype.card ι * (D - meanRoot D K) + (D - meanRoot D K) * ∑ i, c i ^ 2 := by
      field_simp
    unfold acpf
    rw [le_div_iff₀ (by positivity), e]
    linarith
```

In this model the same amplitudes can be reached by iteration. Stationarity of $F$ gives

$$c_i=-\frac{K_i}{2D-E/n},\qquad E=\sum_iK_ic_i.$$

Starting from $E=0$, the first pass gives $-\sum_iK_i^2/(2D)$, the second-order energy when the diagonal of the Hamiltonian is taken as the zeroth order, and later passes update the shift $E/n$. The exact amplitude of a pair has its own energy in place of this average.

## The size of the overbinding

Write $s_i=\sqrt{D^2+K_i^2}$. Since $\sum_is_i^2=nR^2$,

$$\sum_i(R-s_i)^2=2nR^2-2R\sum_is_i=2R\Bigl(nR-\sum_is_i\Bigr).$$

The last bracket is the sum of the pair energies minus the ACPF minimum, so

$$\sum_i(D-s_i)-n(D-R)=\frac{1}{2R}\sum_i(R-s_i)^2.$$

In the opening example the roots are 7 and 1 and $R=5$, which gives $(4+16)/10=2$. The proof expands each square and then uses `sum_sq_coupling`.

```lean
/-- For `D > 0` and at least one fragment, the summed pair energies exceed `acpfEnergy D K` by
the summed squared deviations of the roots `√(D² + K i²)` from `R = meanRoot D K`,
divided by `2 R`. -/
theorem overbinding_eq [Nonempty ι] {D : ℝ} (hD : 0 < D) (K : ι → ℝ) :
    ∑ i, pairEnergy D (K i) - acpfEnergy D K =
      (∑ i, (meanRoot D K - √(D ^ 2 + K i ^ 2)) ^ 2) / (2 * meanRoot D K) := by
  have hR : 0 < meanRoot D K := by unfold meanRoot; positivity
  have h1 : ∑ i, (meanRoot D K - √(D ^ 2 + K i ^ 2)) ^ 2 =
      ∑ i, (meanRoot D K ^ 2 + D ^ 2 + K i ^ 2 - 2 * meanRoot D K * √(D ^ 2 + K i ^ 2)) := by
    refine Finset.sum_congr rfl fun i _ => ?_
    have hs : √(D ^ 2 + K i ^ 2) ^ 2 = D ^ 2 + K i ^ 2 := Real.sq_sqrt (by positivity)
    linear_combination hs
  rw [eq_div_iff (by positivity), h1]
  simp only [pairEnergy, acpfEnergy, Finset.sum_sub_distrib, Finset.sum_add_distrib,
    ← Finset.mul_sum, Finset.sum_const, Finset.card_univ, nsmul_eq_mul]
  rw [sum_sq_coupling D K]
  ring
```

## Equality only for equal magnitudes

The right-hand side is nonnegative, which gives the inequality. If it is zero, every $s_i$ equals $R$, so every $K_i^2$ equals $R^2-D^2$ and all $|K_i|$ agree. Conversely, if all $|K_i|$ agree, the mean of $K_i^2$ is each $K_i^2$, so every $s_i$ equals $R$ and the difference vanishes.

The theorem compares the minimum with a sum of pair energies. That this sum is the exact energy of the assembled system is taken from physics: the Hamiltonians of non-interacting fragments add, and so do their lowest energies.

```lean
/-- For `D > 0` and at least one fragment, the minimum of the averaged coupled-pair functional
is at most the sum of the exact pair energies, with equality if and only if all couplings have
the same magnitude. -/
theorem acpf_overbinds [Nonempty ι] {D : ℝ} (hD : 0 < D) (K : ι → ℝ) :
    ∃ E, IsLeast (Set.range (acpf D K)) E ∧ E ≤ ∑ i, pairEnergy D (K i) ∧
      (E = ∑ i, pairEnergy D (K i) ↔ ∀ i j, |K i| = |K j|) := by
  have hn : (0 : ℝ) < Fintype.card ι := by exact_mod_cast Fintype.card_pos
  have hR : 0 < meanRoot D K := by unfold meanRoot; positivity
  have hg := overbinding_eq hD K
  refine ⟨acpfEnergy D K, acpf_isLeast hD K, ?_, ?_, ?_⟩
  · have hpos : 0 ≤ (∑ i, (meanRoot D K - √(D ^ 2 + K i ^ 2)) ^ 2) / (2 * meanRoot D K) :=
      div_nonneg (Finset.sum_nonneg fun i _ => sq_nonneg _) (by positivity)
    linarith
  · -- no overbinding forces every root to equal the mean root
    intro h i j
    rw [h, sub_self, eq_comm, div_eq_zero_iff] at hg
    have hz := hg.resolve_right (by positivity)
    have hall := (Finset.sum_eq_zero_iff_of_nonneg (fun i _ => sq_nonneg _)).1 hz
    have hk : ∀ i, K i ^ 2 = meanRoot D K ^ 2 - D ^ 2 := by
      intro i
      have h0 := (pow_eq_zero_iff two_ne_zero).1 (hall i (Finset.mem_univ i))
      have hs : √(D ^ 2 + K i ^ 2) ^ 2 = D ^ 2 + K i ^ 2 := Real.sq_sqrt (by positivity)
      rw [sub_eq_zero.1 h0, hs]
      ring
    exact (sq_eq_sq_iff_abs_eq_abs _ _).1 ((hk i).trans (hk j).symm)
  · -- equal magnitudes make every deviation vanish
    intro h
    have hroot : ∀ i, meanRoot D K = √(D ^ 2 + K i ^ 2) := by
      intro i
      have hsum : ∑ j, K j ^ 2 = Fintype.card ι * K i ^ 2 := by
        rw [Finset.sum_congr rfl fun j _ => (sq_eq_sq_iff_abs_eq_abs _ _).2 (h j i)]
        simp
      unfold meanRoot
      rw [hsum, mul_div_cancel_left₀ _ hn.ne']
    have hz : ∑ i, (meanRoot D K - √(D ^ 2 + K i ^ 2)) ^ 2 = 0 :=
      Finset.sum_eq_zero fun i _ => by
        rw [← hroot i, sub_self]
        norm_num
    rw [hz, zero_div] at hg
    linarith
```

If two couplings differ in magnitude, equality is excluded, and the value of the functional at its minimising amplitudes lies strictly below the exact energy.

```lean
/-- For `D > 0`, if two fragments have couplings of different magnitude, some amplitudes bring
the averaged coupled-pair functional strictly below the sum of the exact pair energies. -/
theorem exists_acpf_lt_exact {D : ℝ} (hD : 0 < D) (K : ι → ℝ) {i j : ι}
    (hij : |K i| ≠ |K j|) : ∃ c, acpf D K c < ∑ k, pairEnergy D (K k) := by
  have : Nonempty ι := ⟨i⟩
  obtain ⟨E, ⟨⟨c, rfl⟩, _⟩, hle, hiff⟩ := acpf_overbinds hD K
  exact ⟨c, lt_of_le_of_ne hle fun h => hij (hiff.1 h i j)⟩

end

end AveragedCoupledPair
```

```lean
#print axioms AveragedCoupledPair.pairEnergy_isLeast
#print axioms AveragedCoupledPair.acpf_overbinds
#print axioms AveragedCoupledPair.exists_acpf_lt_exact
```

```
'AveragedCoupledPair.pairEnergy_isLeast' depends on axioms: [propext, Classical.choice, Quot.sound]
'AveragedCoupledPair.acpf_overbinds' depends on axioms: [propext, Classical.choice, Quot.sound]
'AveragedCoupledPair.exists_acpf_lt_exact' depends on axioms: [propext, Classical.choice, Quot.sound]
```

For a single pair the functional is exact, so in this model of non-interacting two-state pairs the overbinding is also a size-consistency error: the ACPF energy of fragments whose couplings differ in magnitude, treated together, is lower than the sum of their separate ACPF energies.

The model could also have given each fragment its own gap $2D_i$. Equal coupling magnitudes would then no longer be the condition for equality, and the functional can even underbind. For two pairs with gaps $172$ and $5$ and squared couplings $6528$ and $150$, the exact pair energies are $-32$ and $-10$, with sum $-42$, but the minimum of the functional is $-40$. This example is worked by hand and is not part of the Lean development.
